# The leading relativistic correction to the Pauli Hamiltonian reverses the order of high Landau levels

An electron moving in the plane normal to a uniform magnetic field \(B>0\) has, with the leading relativistic correction to its Pauli Hamiltonian, the energies

\[
q_n = nB-\frac{n^2B^2}{2c^2},\qquad n=0,1,2,\dots
\]

For \(m<n\), level \(n\) lies below level \(m\) exactly when \((m+n)B>2c^2\), and \(q_n\) eventually falls below any given energy. The Dirac Hamiltonian has the energies \(c^2+e_n\) with

\[
e_n=\sqrt{c^4+2c^2Bn}-c^2 ,
\]

and every corrected gap \(q_n-q_m\) with \(m<n\) is strictly smaller than the exact gap \(e_n-e_m\). The exact energies increase with \(n\), so the reversal is an artefact of the truncated expansion. Atomic units are used, \(c>0\) is the speed of light, and the charge is absorbed in \(B\).

## Ladder operators for the kinetic momentum

The states of the planar motion form a vector space \(V\). It is taken over the reals, which admits every complex space as well, since complex-linear operators are also real-linear.

```lean
import Mathlib

namespace PauliLandauLevels

noncomputable section

variable {V : Type*} [AddCommGroup V] [Module ℝ V]
```

For an electron with the field along \(z\), the kinetic momenta satisfy \([\pi_x,\pi_y]=-iB\). Hence \(a=(\pi_x-i\pi_y)/\sqrt{2B}\) and \(a^\dagger=(\pi_x+i\pi_y)/\sqrt{2B}\) obey \(aa^\dagger-a^\dagger a=1\). The development starts from this relation and a nonzero vacuum \(v_0\) with \(av_0=0\); it does not derive them from a vector potential. In Lean \(a^\dagger\) is `ad`. As \(V\) carries no inner product, `ad` is constrained only by the commutator.

```lean
/-- Ladder operators `a` and `ad` with `a ad - ad a = 1`, and a nonzero vacuum `v₀`
annihilated by `a`. -/
structure IsLadder (a ad : V →ₗ[ℝ] V) (v₀ : V) : Prop where
  comm : ∀ v, a (ad v) - ad (a v) = v
  vacuum : a v₀ = 0
  ne_zero : v₀ ≠ 0
```

In terms of these operators,

\[
\sigma\cdot\pi=\sqrt{2B}\begin{pmatrix}0&a\\a^\dagger&0\end{pmatrix}.
\]

A two-component spinor is an element of `V × V`, upper component first.

```lean
/-- The operator `σ·π` on two-component spinors in a uniform field `B ≥ 0`, for motion in the
plane normal to the field, written with ladder operators (atomic units, charge absorbed in `B`). -/
def sigmaPi (B : ℝ) (a ad : V →ₗ[ℝ] V) : V × V →ₗ[ℝ] V × V :=
  √(2 * B) • ((a ∘ₗ LinearMap.snd ℝ V V).prod (ad ∘ₗ LinearMap.fst ℝ V V))
```

## Three Hamiltonians from one operator

The Pauli Hamiltonian \(T=(\sigma\cdot\pi)^2/2\) contains the orbital energy and the Zeeman term with \(g=2\).

```lean
/-- The Pauli Hamiltonian `T = (σ·π)²/2`. -/
def pauliH (B : ℝ) (a ad : V →ₗ[ℝ] V) : V × V →ₗ[ℝ] V × V :=
  (1 / 2 : ℝ) • (sigmaPi B a ad ∘ₗ sigmaPi B a ad)
```

Expanding \(\sqrt{c^4+2c^2T}-c^2\) to first order in \(1/c^2\) gives \(T-T^2/(2c^2)\). There is no electric potential, so no Darwin or spin–orbit term appears.

```lean
/-- The Pauli Hamiltonian with its leading relativistic correction, `T - T²/(2c²)`,
for `c ≠ 0`. -/
def correctedH (B c : ℝ) (a ad : V →ₗ[ℝ] V) : V × V →ₗ[ℝ] V × V :=
  pauliH B a ad - (1 / (2 * c ^ 2)) • (pauliH B a ad ∘ₗ pauliH B a ad)
```

The Dirac Hamiltonian acts on a large spinor \(\varphi\) and a small spinor \(\chi\):

\[
(\varphi,\chi)\mapsto(c^2\varphi+c\,\sigma\cdot\pi\,\chi,\; c\,\sigma\cdot\pi\,\varphi-c^2\chi).
\]

```lean
/-- The Dirac Hamiltonian with blocks `c²`, `c σ·π`, `c σ·π`, `-c²`, acting on pairs of a large
and a small two-component spinor. -/
def diracH (B c : ℝ) (a ad : V →ₗ[ℝ] V) :
    (V × V) × (V × V) →ₗ[ℝ] (V × V) × (V × V) :=
  (c ^ 2 • LinearMap.fst ℝ (V × V) (V × V)
      + c • (sigmaPi B a ad ∘ₗ LinearMap.snd ℝ (V × V) (V × V))).prod
    (c • (sigmaPi B a ad ∘ₗ LinearMap.fst ℝ (V × V) (V × V))
      - c ^ 2 • LinearMap.snd ℝ (V × V) (V × V))
```

The states considered are \(\varphi_n=(0,(a^\dagger)^nv_0)\), with the spin antiparallel to the field. They are not normalised; in a Hilbert space where \(a^\dagger\) is the adjoint of \(a\) and \(\|v_0\|=1\), the normalised state is \(\varphi_n/\sqrt{n!}\).

```lean
/-- The spinor whose lower component is the vacuum raised `n` times and whose upper component
is zero. -/
def landauState (ad : V →ₗ[ℝ] V) (v₀ : V) (n : ℕ) : V × V := (0, (ad ^ n) v₀)
```

The exact energy is measured from the rest energy \(c^2\).

```lean
/-- The exact relativistic Landau energy `e_n`, measured from the rest energy `c²`. -/
def diracLevel (B c : ℝ) (n : ℕ) : ℝ := √(c ^ 4 + 2 * c ^ 2 * B * n) - c ^ 2
```

The corrected energy needs no such shift.

```lean
/-- The Pauli-corrected Landau energy `q_n = nB - n²B²/(2c²)`, for `c ≠ 0`. -/
def correctedLevel (B c : ℝ) (n : ℕ) : ℝ := n * B - n ^ 2 * B ^ 2 / (2 * c ^ 2)
```

Real polynomials satisfy the ladder conditions: the product rule gives \((Xf)'-Xf'=f\), and the constant \(1\) has derivative zero. Here \((a^\dagger)^nv_0\) is the monomial \(X^n\).

```lean
/-- On real polynomials, differentiation and multiplication by `X` are ladder operators with
the constant polynomial `1` as vacuum. -/
theorem isLadder_witness :
    IsLadder (Polynomial.derivative : Polynomial ℝ →ₗ[ℝ] Polynomial ℝ)
      (LinearMap.mulLeft ℝ Polynomial.X) 1 where
  comm v := by simp [Polynomial.derivative_mul]
  vacuum := Polynomial.derivative_one
  ne_zero := one_ne_zero
```

## Landau spinors and their energies

The first step is

\[
a(a^\dagger)^{n+1}v_0=(n+1)(a^\dagger)^nv_0 .
\]

For \(n=0\), \(aa^\dagger v_0=a^\dagger av_0+v_0=v_0\). If it holds for \(n\), then moving \(a\) past one raising operator gives

\[
a(a^\dagger)^{n+2}v_0=a^\dagger a(a^\dagger)^{n+1}v_0+(a^\dagger)^{n+1}v_0=(n+2)(a^\dagger)^{n+1}v_0 .
\]

The Lean induction does the same, with `key` as the commutator and `module` adding the coefficients. For normalised states the relation reads \(a|n+1\rangle=\sqrt{n+1}\,|n\rangle\).

```lean
/-- Lowering the vacuum raised `n + 1` times gives `n + 1` times the vacuum raised `n` times. -/
theorem lower_raise {a ad : V →ₗ[ℝ] V} {v₀ : V} (h : IsLadder a ad v₀) (n : ℕ) :
    a ((ad ^ (n + 1)) v₀) = ((n : ℝ) + 1) • (ad ^ n) v₀ := by
  have key : ∀ v, a (ad v) = ad (a v) + v := fun v => sub_eq_iff_eq_add'.mp (h.comm v)
  induction n with
  | zero => simp [key, h.vacuum]
  | succ n ih =>
    -- commute `a` past one raising operator
    rw [pow_succ', Module.End.mul_apply, key, ih, map_smul, pow_succ', Module.End.mul_apply]
    push_cast
    module
```

No raised state vanishes. If \((a^\dagger)^{n+1}v_0\) were zero, applying \(a\) would give \((n+1)(a^\dagger)^nv_0=0\), against the induction hypothesis.

```lean
/-- The Landau spinors built on a nonzero vacuum are nonzero. -/
theorem landauState_ne_zero {a ad : V →ₗ[ℝ] V} {v₀ : V} (h : IsLadder a ad v₀) (n : ℕ) :
    landauState ad v₀ n ≠ 0 := by
  have hn : (ad ^ n) v₀ ≠ 0 := by
    induction n with
    | zero => simpa using h.ne_zero
    | succ n ih =>
      intro h0
      have h1 := lower_raise h n
      rw [h0, map_zero] at h1
      exact smul_ne_zero (by positivity) ih h1.symm
  exact fun h0 => hn (congrArg Prod.snd h0)
```

Applying \(\sigma\cdot\pi\) twice to \(\varphi_n\) gives

\[
(\sigma\cdot\pi)^2\varphi_n=2B\,(0,a^\dagger a(a^\dagger)^nv_0)=2nB\,\varphi_n .
\]

The number-operator identity \(a^\dagger a(a^\dagger)^nv_0=n(a^\dagger)^nv_0\) is `number` in the proof. It follows from the previous relation for \(n\ge1\) and from \(av_0=0\) for \(n=0\). The two components are then compared separately.

```lean
/-- For `B ≥ 0`, the square of `σ·π` multiplies the `n`-th Landau spinor by `2nB`. -/
theorem sigmaPi_sq {a ad : V →ₗ[ℝ] V} {v₀ : V} (h : IsLadder a ad v₀) {B : ℝ} (hB : 0 ≤ B)
    (n : ℕ) : sigmaPi B a ad (sigmaPi B a ad (landauState ad v₀ n))
      = (2 * (n * B)) • landauState ad v₀ n := by
  have hs : √(2 * B) * √(2 * B) = 2 * B := Real.mul_self_sqrt (by positivity)
  have number : ad (a ((ad ^ n) v₀)) = (n : ℝ) • (ad ^ n) v₀ := by
    cases n with
    | zero => simp [h.vacuum]
    | succ k =>
      have e : (ad ^ (k + 1)) v₀ = ad ((ad ^ k) v₀) := by rw [pow_succ', Module.End.mul_apply]
      rw [lower_raise h, map_smul, e, Nat.cast_add, Nat.cast_one]
  apply Prod.ext
  · change √(2 * B) • a (√(2 * B) • ad 0) = (2 * (n * B)) • (0 : V)
    rw [map_zero, smul_zero, map_zero, smul_zero, smul_zero]
  · change √(2 * B) • ad (√(2 * B) • a ((ad ^ n) v₀)) = (2 * (n * B)) • (ad ^ n) v₀
    rw [map_smul, number]
    simp only [smul_smul]
    congr 1
    linear_combination (n : ℝ) * hs
```

Therefore \(T\varphi_n=nB\varphi_n\), which is `hT`, and

\[
\Bigl(T-\frac{T^2}{2c^2}\Bigr)\varphi_n=\Bigl(nB-\frac{n^2B^2}{2c^2}\Bigr)\varphi_n=q_n\varphi_n .
\]

`HasEigenvector` states both the eigenvalue equation and that the vector is nonzero.

```lean
/-- For `B ≥ 0` and `c ≠ 0`, the corrected Pauli Hamiltonian has the `n`-th Landau spinor as
eigenvector with energy `q_n`. -/
theorem correctedH_eigenvector {a ad : V →ₗ[ℝ] V} {v₀ : V} (h : IsLadder a ad v₀) {B c : ℝ}
    (hB : 0 ≤ B) (_hc : c ≠ 0) (n : ℕ) :
    Module.End.HasEigenvector (correctedH B c a ad) (correctedLevel B c n)
      (landauState ad v₀ n) := by
  have hT : pauliH B a ad (landauState ad v₀ n) = (n * B) • landauState ad v₀ n := by
    change (1 / 2 : ℝ) • sigmaPi B a ad (sigmaPi B a ad (landauState ad v₀ n)) = _
    rw [sigmaPi_sq h hB, smul_smul]
    congr 1
    ring
  refine ⟨Module.End.mem_eigenspace_iff.mpr ?_, landauState_ne_zero h n⟩
  change pauliH B a ad (landauState ad v₀ n)
    - (1 / (2 * c ^ 2)) • pauliH B a ad (pauliH B a ad (landauState ad v₀ n)) = _
  rw [hT, map_smul, hT]
  simp only [smul_smul, ← sub_smul]
  congr 1
  unfold correctedLevel
  ring
```

For the Dirac energy, squaring \(e_n+c^2=\sqrt{c^4+2c^2nB}\) gives

\[
e_n(e_n+2c^2)=2c^2nB .
\]

The square root is at least \(c^2\), so \(e_n\ge0\).

```lean
/-- For `B ≥ 0`, the exact energy `e_n` is nonnegative and solves `e(e + 2c²) = 2c² nB`. -/
theorem diracLevel_spec {B : ℝ} (hB : 0 ≤ B) (c : ℝ) (n : ℕ) :
    0 ≤ diracLevel B c n ∧
      diracLevel B c n * (diracLevel B c n + 2 * c ^ 2) = 2 * c ^ 2 * (n * B) := by
  have h0 : 0 ≤ 2 * c ^ 2 * B * n := by positivity
  have hs := Real.mul_self_sqrt (show 0 ≤ c ^ 4 + 2 * c ^ 2 * B * n by positivity)
  unfold diracLevel
  constructor
  · exact sub_nonneg.mpr (Real.le_sqrt_of_sq_le (by nlinarith))
  · linear_combination hs
```

Put \(\chi=k\,\sigma\cdot\pi\,\varphi_n\) with \(k=c/(2c^2+e_n)\). The small component of the eigenvalue equation with energy \(c^2+e_n\) holds if \(c-c^2k=(c^2+e_n)k\), which is the definition of \(k\); for \(n=0\) it is trivial, since \(\sigma\cdot\pi\,\varphi_0=0\). The large component requires \(c^2+2cknB=c^2+e_n\), which after multiplication by \(2c^2+e_n\) is the quadratic equation above. The two bullets in the proof check these components, with `linear_combination` doing the algebra. After normalisation in a Hilbert space where \(a^\dagger\) is the adjoint of \(a\), the small component has weight \(e_n/(2(c^2+e_n))\).

```lean
/-- For `B ≥ 0` and `c > 0`, the Dirac Hamiltonian has energy `c² + e_n` on the `n`-th Landau
spinor `φ` completed by the small component `c σ·π φ / (2c² + e_n)`. -/
theorem diracH_eigenvector {a ad : V →ₗ[ℝ] V} {v₀ : V} (h : IsLadder a ad v₀) {B c : ℝ}
    (hB : 0 ≤ B) (hc : 0 < c) (n : ℕ) :
    Module.End.HasEigenvector (diracH B c a ad) (c ^ 2 + diracLevel B c n)
      (landauState ad v₀ n,
        (c / (2 * c ^ 2 + diracLevel B c n)) • sigmaPi B a ad (landauState ad v₀ n)) := by
  obtain ⟨he0, he⟩ := diracLevel_spec hB c n
  have hS := sigmaPi_sq h hB n
  have hφ := landauState_ne_zero h n
  generalize diracLevel B c n = e at *
  generalize landauState ad v₀ n = φ at *
  have hne : 2 * c ^ 2 + e ≠ 0 := by positivity
  have hk : c / (2 * c ^ 2 + e) * (2 * c ^ 2 + e) = c := div_mul_cancel₀ _ hne
  generalize c / (2 * c ^ 2 + e) = k at *
  refine ⟨Module.End.mem_eigenspace_iff.mpr (Prod.ext ?_ ?_),
    fun h0 => hφ (congrArg Prod.fst h0)⟩
  · -- large component: the quadratic equation for `e`
    change c ^ 2 • φ + c • sigmaPi B a ad (k • sigmaPi B a ad φ) = (c ^ 2 + e) • φ
    rw [map_smul, hS]
    simp only [smul_smul, ← add_smul]
    congr 1
    apply mul_right_cancel₀ hne
    linear_combination (2 * c * (n * B)) * hk - he
  · -- small component: the definition of `k`
    change c • sigmaPi B a ad φ - c ^ 2 • (k • sigmaPi B a ad φ)
      = (c ^ 2 + e) • (k • sigmaPi B a ad φ)
    simp only [smul_smul, ← sub_smul]
    congr 1
    linear_combination -hk
```

The two eigenvector theorems exhibit states and do not classify the spectrum: spin-parallel states, motion along the field and negative Dirac energies are left aside.

## Corrected gaps are too small

Let \(m<n\), and write \(D=(n-m)B\) and \(A=(n+m)B\). From \(2c^2e_n\le e_n^2+2c^2e_n=2c^2nB\) one gets \(e_n\le nB\), and likewise \(e_m\le mB\). Subtracting the quadratic equations for the two levels gives

\[
(e_n-e_m)(e_n+e_m+2c^2)=2c^2D .
\]

The right side is positive, so \(e_n>e_m\). Since \(e_n+e_m\le A\),

\[
(e_n-e_m)(A+2c^2)\ge2c^2D .
\]

The corrected gap is \(q_n-q_m=D-DA/(2c^2)\), and it satisfies

\[
(q_n-q_m)(A+2c^2)=2c^2D-\frac{DA^2}{2c^2}<2c^2D .
\]

Dividing by the positive factor \(A+2c^2\) gives \(q_n-q_m<e_n-e_m\). In the proof `hprod` is the subtracted equation, `hlow` the lower bound on the exact gap, and `hexp` the last product. With \(m=0\), where \(q_0=e_0=0\), the theorem says that \(q_n<e_n\) for every \(n\ge1\).

```lean
/-- For `B, c > 0` and `m < n`, the Pauli-corrected gap between levels `m` and `n` is strictly
smaller than the exact relativistic gap. -/
theorem corrected_gap_lt_dirac_gap {B c : ℝ} (hB : 0 < B) (hc : 0 < c) {m n : ℕ} (hmn : m < n) :
    correctedLevel B c n - correctedLevel B c m < diracLevel B c n - diracLevel B c m := by
  obtain ⟨hx0, hx⟩ := diracLevel_spec hB.le c m
  obtain ⟨hy0, hy⟩ := diracLevel_spec hB.le c n
  have hq : correctedLevel B c n - correctedLevel B c m
      = (n - m) * B - (n - m) * B * ((n + m) * B) / (2 * c ^ 2) := by
    unfold correctedLevel
    ring
  rw [hq]
  generalize diracLevel B c m = x at *
  generalize diracLevel B c n = y at *
  have hmn' : (m : ℝ) < n := by exact_mod_cast hmn
  have hm : (0 : ℝ) ≤ m := Nat.cast_nonneg m
  have hP : 0 < 2 * c ^ 2 := by positivity
  have hD : 0 < ((n : ℝ) - m) * B := mul_pos (by linarith) hB
  have hA : 0 < ((n : ℝ) + m) * B := mul_pos (by linarith) hB
  -- exact levels do not exceed the nonrelativistic ones
  have hxm : x ≤ m * B := le_of_mul_le_mul_left (by nlinarith [sq_nonneg x]) hP
  have hyn : y ≤ n * B := le_of_mul_le_mul_left (by nlinarith [sq_nonneg y]) hP
  have hprod : (y - x) * (y + x + 2 * c ^ 2) = 2 * c ^ 2 * ((n - m) * B) := by
    linear_combination hy - hx
  have hyx : 0 < y - x := by
    by_contra hneg
    have h1 : 0 ≤ -(y - x) := by linarith [not_lt.mp hneg]
    have h2 := mul_nonneg h1 (show 0 ≤ y + x + 2 * c ^ 2 by positivity)
    have h3 := mul_pos hP hD
    linarith
  have hlow : 2 * c ^ 2 * ((n - m) * B) ≤ (y - x) * ((n + m) * B + 2 * c ^ 2) := by
    rw [← hprod]
    exact mul_le_mul_of_nonneg_left (by linarith) hyx.le
  generalize ((n : ℝ) - m) * B = D at *
  generalize ((n : ℝ) + m) * B = A at *
  have hexp : (D - D * A / (2 * c ^ 2)) * (A + 2 * c ^ 2)
      = 2 * c ^ 2 * D - D * A ^ 2 / (2 * c ^ 2) := by
    field_simp
    ring
  have hpos : 0 < D * A ^ 2 / (2 * c ^ 2) := by positivity
  exact lt_of_mul_lt_mul_right (by linarith) (show 0 ≤ A + 2 * c ^ 2 by positivity)
```

## Where the order reverses

Factoring the difference of two corrected levels gives

\[
q_m-q_n=\frac{(n-m)B}{2c^2}\bigl((m+n)B-2c^2\bigr).
\]

The prefactor is positive for \(m<n\), so the sign is that of the bracket. This factorisation is `hfac`, and the closing rewrite reads off the equivalence. For neighbouring levels \(n\) and \(n+1\) the condition is \((2n+1)B>2c^2\).

```lean
/-- For `B, c > 0` and `m < n`, the Pauli-corrected level `n` lies below level `m` exactly when
`(m + n)B > 2c²`. -/
theorem corrected_order_reversal {B c : ℝ} (hB : 0 < B) (hc : 0 < c) {m n : ℕ} (hmn : m < n) :
    correctedLevel B c n < correctedLevel B c m ↔ 2 * c ^ 2 < (m + n) * B := by
  have hmn' : (m : ℝ) < n := by exact_mod_cast hmn
  have hpos : 0 < ((n : ℝ) - m) * B / (2 * c ^ 2) :=
    div_pos (mul_pos (by linarith) hB) (by positivity)
  have hfac : correctedLevel B c m - correctedLevel B c n
      = ((n : ℝ) - m) * B / (2 * c ^ 2) * ((m + n) * B - 2 * c ^ 2) := by
    unfold correctedLevel
    field_simp
    ring
  rw [← sub_pos, hfac, mul_pos_iff_of_pos_left hpos, sub_pos]
```

The descent has no floor. Given an energy \(K\), choose \(N\) with \(NB>4c^2+|K|\). For \(n\ge N\) we have \(nB>4c^2\), so the correction \(n^2B^2/(2c^2)\) is at least \(2nB\), and

\[
q_n\le-nB<-|K|\le K .
\]

The inequality for the correction is `h2`.

```lean
/-- For `B, c > 0`, the Pauli-corrected levels eventually fall below any given energy `K`. -/
theorem corrected_unbounded_below {B c : ℝ} (hB : 0 < B) (hc : 0 < c) (K : ℝ) :
    ∃ N : ℕ, ∀ n ≥ N, correctedLevel B c n < K := by
  obtain ⟨N, hN⟩ := exists_nat_gt ((4 * c ^ 2 + |K|) / B)
  refine ⟨N, fun n hn => ?_⟩
  have hn' : (N : ℝ) ≤ n := by exact_mod_cast hn
  have ht : 4 * c ^ 2 + |K| < n * B := (div_lt_iff₀ hB).mp (lt_of_lt_of_le hN hn')
  have hK := neg_abs_le K
  have hK0 := abs_nonneg K
  have hc2 : 0 < c ^ 2 := by positivity
  -- the correction is at least twice the uncorrected energy
  have h2 : 2 * (n * B) ≤ n ^ 2 * B ^ 2 / (2 * c ^ 2) := by
    rw [le_div_iff₀ (by positivity)]
    have h3 := mul_nonneg (show 0 ≤ n * B by positivity)
      (show 0 ≤ n * B - 4 * c ^ 2 by linarith)
    linarith
  unfold correctedLevel
  linarith

end

end PauliLandauLevels
```

```lean
#print axioms PauliLandauLevels.diracH_eigenvector
#print axioms PauliLandauLevels.corrected_gap_lt_dirac_gap
#print axioms PauliLandauLevels.corrected_order_reversal
#print axioms PauliLandauLevels.corrected_unbounded_below
```

```
'PauliLandauLevels.diracH_eigenvector' depends on axioms: [propext, Classical.choice, Quot.sound]
'PauliLandauLevels.corrected_gap_lt_dirac_gap' depends on axioms: [propext, Classical.choice, Quot.sound]
'PauliLandauLevels.corrected_order_reversal' depends on axioms: [propext, Classical.choice, Quot.sound]
'PauliLandauLevels.corrected_unbounded_below' depends on axioms: [propext, Classical.choice, Quot.sound]
```

## Diagonalising the corrected Hamiltonian in a finite basis

For this single, non-interacting electron in a uniform field, the result shows what happens when the expanded Hamiltonian is treated variationally. Take \(B=c^2/10\) and the basis \(\varphi_0,\dots,\varphi_N\). The matrix of \(T-T^2/(2c^2)\) is diagonal, with entries that in units of \(c^2\) are

\[
\frac{q_n}{c^2}=\frac{n}{10}-\frac{n^2}{200}.
\]

These rise to \(0.5\) at \(n=10\) and return to zero at \(n=20\). With \(N=10\) the lowest eigenvalue is \(q_0=0\), as it should be. With \(N=30\) it is \(q_{30}=-1.5\,c^2\), and the eigenvector is a highly excited Landau state. First-order perturbation theory for the ground state \(\varphi_0\) gives a correction of zero whatever the basis size.

The basis need not consist of Landau states. If its span contains some \(\varphi_n\) with \(nB>2c^2\), the variational principle puts the lowest eigenvalue at or below \(q_n<0\).
